# Relaxing coordinates with a positive definite Hessian block preserves the saddle order

Suppose a transition state is sought on an energy surface from which some coordinates have already been eliminated by minimisation. The search ends at a stationary point whose Hessian has one negative eigenvalue. If the elimination could change that number, the Hessian of the full surface might have two negative eigenvalues at the same point, and it would not be a transition state. The parts below show that the number is preserved when the Hessian block of the eliminated coordinates is positive definite, and give an example with a negative definite block where it is not.

## Curvature, saddle order and the two Hessians

Let $x$ be a displacement of the kept coordinates and $y$ one of the relaxing coordinates. In Lean, `m` and `n` are finite index sets for these coordinates, not integers; `ι` and `κ` index general displacements.

```lean
import Mathlib

open Matrix Module

namespace SaddleOrderRelaxation

noncomputable section

variable {ι κ m n : Type*} [Fintype ι] [Fintype κ] [Fintype m] [Fintype n]
```

The curvature of a real square matrix $M$ along $x$ is $q_M(x)=x^TMx$. It is the second derivative of the energy along $x$, without the factor $\tfrac12$ of the Taylor expansion and without division by $|x|^2$.

```lean
/-- The curvature `xᵀ M x` of a quadratic energy surface with Hessian `M` along `x`. -/
def curvature (M : Matrix ι ι ℝ) (x : ι → ℝ) : ℝ := x ⬝ᵥ M *ᵥ x
```

A subspace $W$ is negative definite for $M$ if $q_M(x)<0$ for every nonzero $x\in W$.

```lean
/-- The curvature is negative along every nonzero displacement in the subspace `W`. -/
def NegDefOn (M : Matrix ι ι ℝ) (W : Submodule ℝ (ι → ℝ)) : Prop :=
  ∀ x ∈ W, x ≠ 0 → curvature M x < 0
```

The saddle order $\sigma(M)$ is the supremum of the dimensions of such subspaces. Textbooks call it the index, or negative index of inertia; for symmetric $M$ it is the number of negative eigenvalues, counted with multiplicity.

```lean
/-- The saddle order: the largest dimension of a subspace on which `M` is negative definite. -/
def saddleOrder (M : Matrix ι ι ℝ) : ℕ :=
  sSup {k | ∃ W : Submodule ℝ (ι → ℝ), NegDefOn M W ∧ finrank ℝ W = k}
```

The full Hessian is
$$H=\begin{pmatrix}A&B\\B^T&C\end{pmatrix}.$$
Here $A$ belongs to the kept coordinates, $C$ to the relaxing ones, and $B$ couples them. No symmetry of $A$ is required, so the symmetric Hessians of physics are included.

```lean
/-- The Hessian in the kept coordinates (block `A`) and the relaxing coordinates (block `C`),
coupled by `B`. -/
def fullHessian (A : Matrix m m ℝ) (B : Matrix m n ℝ) (C : Matrix n n ℝ) :
    Matrix (m ⊕ n) (m ⊕ n) ℝ := fromBlocks A B Bᵀ C
```

The relaxed Hessian is $R=A-BC^{-1}B^T$. For a smooth energy $E(x,y)$, differentiating the condition $\partial_yE=0$ gives the response $dy/dx=-C^{-1}B^T$, and the Hessian of the relaxed energy at a stationary point is $A+B\,dy/dx=R$. This passage from an energy surface to matrices is the step that the Lean model takes as given.

```lean
/-- The relaxed Hessian `A - B C⁻¹ Bᵀ` of the kept coordinates, for invertible `C`. -/
def relaxedHessian [DecidableEq n] (A : Matrix m m ℝ) (B : Matrix m n ℝ)
    (C : Matrix n n ℝ) : Matrix m m ℝ := A - B * C⁻¹ * Bᵀ
```

## (a) The largest dimension is attained

Show that the supremum is a maximum:
$$\sigma(M)=\max\{\dim W: W\text{ negative definite for }M\}.$$

**Solution.** The zero subspace has no nonzero vectors, so it qualifies and the set contains $0$. No subspace is larger than the whole space, so the set is bounded. A nonempty bounded set of natural numbers has a largest element.

In Lean, `hb` is the bound and `Nat.sSup_mem` gives attainment. The bound matters, because Lean assigns the value $0$ to the supremum of an unbounded set of naturals.

```lean
/-- The saddle order is attained: some negative definite subspace has this dimension, and
none has a larger one. -/
theorem saddleOrder_isGreatest (M : Matrix ι ι ℝ) :
    IsGreatest {k | ∃ W : Submodule ℝ (ι → ℝ), NegDefOn M W ∧ finrank ℝ W = k}
      (saddleOrder M) := by
  have hb : BddAbove {k | ∃ W : Submodule ℝ (ι → ℝ), NegDefOn M W ∧ finrank ℝ W = k} := by
    refine ⟨finrank ℝ (ι → ℝ), ?_⟩
    rintro k ⟨W, -, rfl⟩
    exact Submodule.finrank_le W
  refine ⟨Nat.sSup_mem ⟨0, ⊥, ?_, finrank_bot ℝ (ι → ℝ)⟩ hb, fun k hk => le_csSup hb hk⟩
  intro x hx h0
  exact absurd ((Submodule.mem_bot ℝ).1 hx) h0
```

## (b) Maps that never raise the curvature

Let $f$ be a linear map from the displacements of $M$ to those of $N$, with $q_N(f(x))\le q_M(x)$ for all $x$. Show that
$$\sigma(M)\le\sigma(N).$$

**Solution.** Take $W$ negative definite for $M$ with $\dim W=\sigma(M)$. If a nonzero $w\in W$ had $f(w)=0$, then $0=q_N(f(w))\le q_M(w)<0$, a contradiction. So $f$ is injective on $W$, and $\dim f(W)=\dim W$. A nonzero vector of $f(W)$ is $f(w)$ with $w\ne0$, and $q_N(f(w))\le q_M(w)<0$. Hence $f(W)$ is negative definite for $N$.

The Lean map `g` is $f$ restricted to $W$, `hinj` is its injectivity, and its range is the subspace $f(W)$.

```lean
/-- If a linear map of displacements never raises the curvature, the saddle order of the
target surface is at least that of the source surface. -/
theorem saddleOrder_le_of_map (M : Matrix ι ι ℝ) (N : Matrix κ κ ℝ)
    (f : (ι → ℝ) →ₗ[ℝ] (κ → ℝ)) (h : ∀ x, curvature N (f x) ≤ curvature M x) :
    saddleOrder M ≤ saddleOrder N := by
  obtain ⟨W, hW, hk⟩ := (saddleOrder_isGreatest M).1
  let g : W →ₗ[ℝ] (κ → ℝ) := f.comp W.subtype
  -- a nonzero vector of negative curvature cannot be sent to zero
  have hinj : Function.Injective g := by
    refine (injective_iff_map_eq_zero g).2 fun w hw => ?_
    by_contra hne
    have h1 := hW w w.2 (fun h0 => hne (Subtype.ext h0))
    have h2 := h w
    have h3 : f (w : ι → ℝ) = 0 := hw
    have h4 : curvature N 0 = 0 := by simp [curvature]
    rw [h3, h4] at h2
    linarith
  refine (saddleOrder_isGreatest N).2 ⟨LinearMap.range g, ?_, ?_⟩
  · rintro _ ⟨w, rfl⟩ hne
    have hw : (w : ι → ℝ) ≠ 0 := fun h0 => hne (by
      have : w = 0 := Subtype.ext h0
      rw [this, map_zero])
    exact lt_of_le_of_lt (h w) (hW w w.2 hw)
  · rw [LinearMap.finrank_range_of_inj hinj, hk]
```

## (c) Saddle order zero

Show that
$$\sigma(M)=0\iff q_M(x)\ge0\text{ for all }x.$$

**Solution.** If $q_M(x)<0$ for some $x$, then $x\neq0$ and $q_M(cx)=c^2q_M(x)<0$ for every $c\ne0$. The line through $x$ is negative definite, so $\sigma(M)\ge1$. Conversely, if the curvature is nowhere negative, a negative definite subspace can contain only zero.

Lean follows both directions, with the line written as `Submodule.span ℝ {x}`. A flat direction, with zero curvature, does not count towards the saddle order.

```lean
/-- The saddle order is zero exactly when no displacement has negative curvature. -/
theorem saddleOrder_eq_zero_iff (M : Matrix ι ι ℝ) :
    saddleOrder M = 0 ↔ ∀ x, 0 ≤ curvature M x := by
  constructor
  · intro h x
    by_contra hx
    have hx' : curvature M x < 0 := not_le.1 hx
    have hx0 : x ≠ 0 := by
      rintro rfl
      simp [curvature] at hx'
    -- the line through `x` is negative definite
    have h1 : 1 ≤ saddleOrder M := by
      refine (saddleOrder_isGreatest M).2 ⟨Submodule.span ℝ {x}, ?_, finrank_span_singleton hx0⟩
      intro y hy hy0
      obtain ⟨c, rfl⟩ := Submodule.mem_span_singleton.1 hy
      have hc : c ≠ 0 := fun h0 => hy0 (by rw [h0, zero_smul])
      have e : curvature M (c • x) = c ^ 2 * curvature M x := by
        simp only [curvature, Matrix.mulVec_smul, dotProduct_smul, smul_dotProduct, smul_eq_mul]
        ring
      rw [e]
      exact mul_neg_of_pos_of_neg (by positivity) hx'
    omega
  · intro h
    obtain ⟨W, hW, hk⟩ := (saddleOrder_isGreatest M).1
    have hbot : W = ⊥ := (Submodule.eq_bot_iff W).2 fun x hx => by
      by_contra h0
      exact absurd (hW x hx h0) (not_lt.2 (h x))
    rw [← hk, hbot, finrank_bot]
```

## (d) Curvature along a joint displacement

Expand the full curvature into its blocks:
$$q_H(x,y)=q_A(x)+2x^TBy+q_C(y).$$

**Solution.** Block multiplication gives
$$q_H(x,y)=x^T(Ax+By)+y^T(B^Tx+Cy).$$
The scalar $y^TB^Tx$ equals its transpose $x^TBy$, so the two coupling terms add.

The joint displacement is `Sum.elim x y` in Lean. The block product is `e`, and the transposition is `hB`.

```lean
/-- The curvature along a joint displacement `(x, y)` is `xᵀAx + 2 xᵀBy + yᵀCy`. -/
theorem curvature_fullHessian (A : Matrix m m ℝ) (B : Matrix m n ℝ) (C : Matrix n n ℝ)
    (x : m → ℝ) (y : n → ℝ) :
    curvature (fullHessian A B C) (Sum.elim x y) =
      curvature A x + 2 * (x ⬝ᵥ B *ᵥ y) + curvature C y := by
  have hB : y ⬝ᵥ Bᵀ *ᵥ x = x ⬝ᵥ B *ᵥ y := by
    rw [Matrix.mulVec_transpose, dotProduct_comm, ← Matrix.dotProduct_mulVec]
  have e : curvature (fullHessian A B C) (Sum.elim x y) =
      x ⬝ᵥ (A *ᵥ x + B *ᵥ y) + y ⬝ᵥ (Bᵀ *ᵥ x + C *ᵥ y) := by
    simp only [curvature, fullHessian, Matrix.fromBlocks_mulVec, Sum.elim_comp_inl,
      Sum.elim_comp_inr, dotProduct, Fintype.sum_sum_type, Sum.elim_inl, Sum.elim_inr]
  rw [e, dotProduct_add, dotProduct_add, hB]
  simp only [curvature]
  ring
```

## (e) Completing the square

For positive definite $C$, separate the relaxed curvature from the cost of not following the relaxation:
$$q_H(x,y)=q_R(x)+q_C(y+C^{-1}B^Tx).$$

**Solution.** Put $z=C^{-1}B^Tx$, so that $Cz=B^Tx$. Since $C$ is symmetric,
$$q_C(y+z)=q_C(y)+2y^TCz+z^TCz=q_C(y)+2x^TBy+x^TBz.$$
Also $q_R(x)=q_A(x)-x^TBz$. In the sum the terms $x^TBz$ cancel, which leaves the expansion in (d).

The hypothesis `C.PosDef` supplies the symmetry `hCt` and the invertibility behind `hz`. After `generalize` names the vector $z$, the remaining rewrites and `ring` carry out the cancellation.

```lean
/-- Completing the square: for positive definite `C`, the full curvature is the relaxed
curvature plus the cost of the deviation of `y` from `-C⁻¹ Bᵀ x`. -/
theorem curvature_eq_relaxed_add [DecidableEq n] (A : Matrix m m ℝ) (B : Matrix m n ℝ)
    {C : Matrix n n ℝ} (hC : C.PosDef) (x : m → ℝ) (y : n → ℝ) :
    curvature (fullHessian A B C) (Sum.elim x y) =
      curvature (relaxedHessian A B C) x + curvature C (y + C⁻¹ *ᵥ (Bᵀ *ᵥ x)) := by
  have hCt : Cᵀ = C := by
    rw [← Matrix.conjTranspose_eq_transpose_of_trivial]
    exact hC.isHermitian.eq
  have hR : curvature (relaxedHessian A B C) x =
      curvature A x - x ⬝ᵥ B *ᵥ (C⁻¹ *ᵥ (Bᵀ *ᵥ x)) := by
    simp only [curvature, relaxedHessian, Matrix.sub_mulVec, ← Matrix.mulVec_mulVec,
      dotProduct_sub]
  have hz : C *ᵥ (C⁻¹ *ᵥ (Bᵀ *ᵥ x)) = Bᵀ *ᵥ x := by
    rw [Matrix.mulVec_mulVec, Matrix.mul_nonsing_inv C hC.det_pos.ne'.isUnit,
      Matrix.one_mulVec]
  rw [curvature_fullHessian, hR]
  generalize C⁻¹ *ᵥ (Bᵀ *ᵥ x) = z at hz ⊢
  have hB : ∀ u : n → ℝ, u ⬝ᵥ Bᵀ *ᵥ x = x ⬝ᵥ B *ᵥ u := fun u => by
    rw [Matrix.mulVec_transpose, dotProduct_comm, ← Matrix.dotProduct_mulVec]
  have hS : z ⬝ᵥ C *ᵥ y = y ⬝ᵥ C *ᵥ z := by
    rw [Matrix.dotProduct_mulVec, dotProduct_comm, ← Matrix.mulVec_transpose, hCt]
  simp only [curvature, Matrix.mulVec_add, dotProduct_add, add_dotProduct]
  rw [hS, hz, hB, hB]
  ring
```

## (f) Equal saddle orders

For positive definite $C$, show that
$$\sigma(H)=\sigma(R).$$

**Solution.** Forget $y$ by the map $(x,y)\mapsto x$. Since $q_C\ge0$, part (e) gives $q_R(x)\le q_H(x,y)$, and (b) gives $\sigma(H)\le\sigma(R)$. In the other direction, let $y$ follow by the map $x\mapsto(x,-C^{-1}B^Tx)$. The square vanishes, the curvature is exactly $q_R(x)$, and (b) gives $\sigma(R)\le\sigma(H)$.

**With numbers.** Take $A=\mathrm{diag}(1,3)$, $B=(2,1)^T$ and $C=2$. Then
$$R=\begin{pmatrix}1&0\\0&3\end{pmatrix}-\frac12\begin{pmatrix}4&2\\2&1\end{pmatrix}=\begin{pmatrix}-1&-1\\-1&5/2\end{pmatrix},\qquad\det R=-\tfrac72,$$
so $R$ has one negative eigenvalue. The full $3\times3$ matrix has determinant $-7$ and trace $6$, so it also has exactly one. For $x=(1,0)$ the relaxing coordinate follows with $y=-1$, and the full curvature is $1-4+2=-1=q_R(x)$; along the unit vector in the direction of this joint displacement it is $-\tfrac12$.

**In a Hartree–Fock frequency calculation.** Let $x$ be nuclear displacements, with the orbitals re-orthonormalised as the basis functions move, and $y$ the non-redundant real orbital rotations. The coupled-perturbed equations $CU=-B^T$ are solved for the orbital response $U$, and the nuclear Hessian is assembled as $A+BU=R$. The frequencies come from the mass-weighted form of $R$; mass weighting is an invertible change of coordinates, so by (b), used in both directions, it preserves the saddle order. For this finite set of parameters, at a stationary point with positive definite orbital Hessian $C$, the number of imaginary frequencies is therefore the saddle order of the energy in nuclei and orbitals together.

In Lean, `le_antisymm` splits the equality into the two inequalities. `LinearMap.funLeft ℝ ℝ Sum.inl` forgets $y$, and `f` is the following map.

```lean
/-- Saddle order survives relaxation: if the block `C` of the relaxing coordinates is positive
definite, the full Hessian and the relaxed Hessian have the same saddle order. -/
theorem saddleOrder_fullHessian_eq_relaxed [DecidableEq n] (A : Matrix m m ℝ)
    (B : Matrix m n ℝ) {C : Matrix n n ℝ} (hC : C.PosDef) :
    saddleOrder (fullHessian A B C) = saddleOrder (relaxedHessian A B C) := by
  apply le_antisymm
  · -- forget the relaxing coordinates
    refine saddleOrder_le_of_map _ _ (LinearMap.funLeft ℝ ℝ Sum.inl) fun v => ?_
    have h := curvature_eq_relaxed_add A B hC (v ∘ Sum.inl) (v ∘ Sum.inr)
    rw [Sum.elim_comp_inl_inr] at h
    have hpos : ∀ u, 0 ≤ curvature C u := fun u => by
      simpa only [curvature, star_trivial] using hC.posSemidef.dotProduct_mulVec_nonneg u
    have h0 := hpos (v ∘ Sum.inr + C⁻¹ *ᵥ (Bᵀ *ᵥ (v ∘ Sum.inl)))
    change curvature (relaxedHessian A B C) (v ∘ Sum.inl) ≤ _
    linarith
  · -- let the relaxing coordinates follow the kept ones
    let f : (m → ℝ) →ₗ[ℝ] (m ⊕ n → ℝ) :=
      { toFun := fun x => Sum.elim x (-(C⁻¹ *ᵥ (Bᵀ *ᵥ x)))
        map_add' := fun x x' => by
          funext i
          cases i <;> simp only [Sum.elim_inl, Sum.elim_inr, Pi.add_apply, Pi.neg_apply,
            Matrix.mulVec_add, neg_add]
        map_smul' := fun c x => by
          funext i
          cases i <;> simp only [Sum.elim_inl, Sum.elim_inr, Pi.smul_apply, Pi.neg_apply,
            Matrix.mulVec_smul, smul_neg, RingHom.id_apply] }
    refine saddleOrder_le_of_map _ _ f fun x => ?_
    change curvature (fullHessian A B C) (Sum.elim x (-(C⁻¹ *ᵥ (Bᵀ *ᵥ x)))) ≤ _
    rw [curvature_eq_relaxed_add A B hC, neg_add_cancel]
    simp [curvature]
```

## (g) Clamped coordinates

Hold the second set of coordinates fixed instead of relaxing it. Show, for any square $C$, that
$$\sigma(A)\le\sigma(H).$$

**Solution.** The map $x\mapsto(x,0)$ is linear, and (d) gives $q_H(x,0)=q_A(x)$. Part (b) applies. The Lean proof uses the same map and the same expansion.

```lean
/-- Clamping coordinates never raises the saddle order: that of the block `A` is at most that
of the full Hessian. -/
theorem saddleOrder_clamped_le (A : Matrix m m ℝ) (B : Matrix m n ℝ) (C : Matrix n n ℝ) :
    saddleOrder A ≤ saddleOrder (fullHessian A B C) := by
  let f : (m → ℝ) →ₗ[ℝ] (m ⊕ n → ℝ) :=
    { toFun := fun x => Sum.elim x 0
      map_add' := fun x x' => by funext i; cases i <;> simp
      map_smul' := fun c x => by funext i; cases i <;> simp }
  refine saddleOrder_le_of_map _ _ f fun x => ?_
  change curvature (fullHessian A B C) (Sum.elim x 0) ≤ _
  rw [curvature_fullHessian]
  simp [curvature]
```

## (h) A saddle hidden by clamping

With one coordinate of each kind, $A=C=1$ and $B=2$, show that
$$\sigma(A)=0,\qquad\sigma\begin{pmatrix}1&2\\2&1\end{pmatrix}\neq0.$$

**Solution.** The clamped curvature is $x^2\ge0$, so (c) gives the first claim. Along $(1,-1)$ the full curvature is $1-4+1=-2$, or $-1$ along the unit vector in that direction, so (c) gives the second. The inequality in (g) can thus be strict even when $C$ is positive definite.

Lean proves the first claim as a sum of squares and evaluates the second at the same vector.

```lean
/-- Clamping can hide a saddle: with `A = C = 1` and coupling `B = 2` in one dimension each,
the clamped saddle order is zero and the full one is not. -/
theorem clamping_hides_saddle :
    saddleOrder (1 : Matrix (Fin 1) (Fin 1) ℝ) = 0 ∧
      saddleOrder (fullHessian (1 : Matrix (Fin 1) (Fin 1) ℝ) !![2] 1) ≠ 0 := by
  constructor
  · refine (saddleOrder_eq_zero_iff _).2 fun x => ?_
    rw [curvature, Matrix.one_mulVec]
    exact Finset.sum_nonneg fun i _ => mul_self_nonneg (x i)
  · intro h
    have h1 := (saddleOrder_eq_zero_iff _).1 h (Sum.elim (fun _ => 1) (fun _ => -1))
    rw [curvature_fullHessian] at h1
    norm_num [curvature, Matrix.mulVec, dotProduct] at h1
```

## (i) A symmetric invertible block is not enough

With one coordinate of each kind, $A=1$, $B=0$ and $C=-1$, show that
$$\sigma(R)=0,\qquad\sigma(H)\neq0.$$

**Solution.** Without coupling, $R=A=1$, whose saddle order is zero by (h). The full curvature along $(0,1)$ is $-1$, so $\sigma(H)\ne0$ by (c). The eliminated coordinate sits at a maximum, and its negative curvature is lost from $R$. Symmetry and invertibility of $C$ therefore do not guarantee the equality in (f).

```lean
/-- Positivity of `C` cannot be dropped: for `A = 1`, `B = 0`, `C = -1` in one dimension each,
the relaxed saddle order is zero and the full one is not. -/
theorem relaxation_needs_posDef :
    saddleOrder (relaxedHessian (1 : Matrix (Fin 1) (Fin 1) ℝ) 0 (-1 : Matrix (Fin 1) (Fin 1) ℝ))
        = 0 ∧
      saddleOrder (fullHessian (1 : Matrix (Fin 1) (Fin 1) ℝ) 0 (-1 : Matrix (Fin 1) (Fin 1) ℝ))
        ≠ 0 := by
  constructor
  · rw [relaxedHessian, Matrix.zero_mul, Matrix.zero_mul, sub_zero]
    exact clamping_hides_saddle.1
  · intro h
    have h1 := (saddleOrder_eq_zero_iff _).1 h (Sum.elim (fun _ => 0) (fun _ => 1))
    rw [curvature_fullHessian] at h1
    norm_num [curvature, Matrix.mulVec, dotProduct] at h1

end

end SaddleOrderRelaxation
```

```lean
#print axioms SaddleOrderRelaxation.saddleOrder_fullHessian_eq_relaxed
#print axioms SaddleOrderRelaxation.saddleOrder_clamped_le
#print axioms SaddleOrderRelaxation.relaxation_needs_posDef
```

```
'SaddleOrderRelaxation.saddleOrder_fullHessian_eq_relaxed' depends on axioms: [propext, Classical.choice, Quot.sound]
'SaddleOrderRelaxation.saddleOrder_clamped_le' depends on axioms: [propext, Classical.choice, Quot.sound]
'SaddleOrderRelaxation.relaxation_needs_posDef' depends on axioms: [propext, Classical.choice, Quot.sound]
```
